# Racah's single sum for the coefficients of the three-spin singlet polynomial

## Spinor variables and brackets

Three spins are numbered $i=0,1,2$, as in the Lean file. Spin $i$ has an up variable $x_i$ and a down variable $y_i$. A state of spin $j_i$ is a complex polynomial that is homogeneous of degree $2j_i$ in the pair $(x_i,y_i)$, and the monomial $x_i^{j_i+m_i}y_i^{j_i-m_i}$ has magnetic quantum number $m_i$. With $\hbar=1$, the total ladder operators are

$$J_+=\sum_i x_i\frac{\partial}{\partial y_i},\qquad J_-=\sum_i y_i\frac{\partial}{\partial x_i}.$$

The bracket of two spins is $[ij]=x_iy_j-x_jy_i$, the antisymmetric combination of two spin-1/2 states. For natural numbers $a,b,c$ let

$$F=[01]^c\,[12]^a\,[20]^b .$$

Counting degrees gives $2j_0=b+c$, $2j_1=a+c$ and $2j_2=a+b$. Conversely, $a=j_1+j_2-j_0$, $b=j_0+j_2-j_1$ and $c=j_0+j_1-j_2$, so requiring these to be natural numbers is the triangle condition together with an integer sum of the three spins.

## Why F has total spin zero

The raising operator sends $x_i$ to $0$ and $y_i$ to $x_i$, while the lowering operator sends $x_i$ to $y_i$ and $y_i$ to $0$. By the product rule,

$$J_+[ij]=x_ix_j-x_jx_i=0,\qquad J_-[ij]=y_iy_j-y_jy_i=0 .$$

Both operators are first-order derivations. Applied to $F$, each gives a sum of terms that contain the derivative of some bracket, so $J_+F=J_-F=0$. Since $J_+J_--J_-J_+=2J_z$, also $J_zF=0$, and therefore $J^2F=0$: the total spin is zero. For $a=b=c=0$ the polynomial is the constant 1, which they also annihilate.

The finite form of this invariance uses a common substitution $x_i\mapsto\alpha x_i+\beta y_i$, $y_i\mapsto\gamma x_i+\delta y_i$. Multiplying out, the terms in $x_ix_j$ and $y_iy_j$ cancel, and

$$[ij]\mapsto(\alpha\delta-\beta\gamma)[ij].$$

If the determinant is 1, every bracket is unchanged, and so is $F$. Spin rotations are the unitary substitutions among these.

## Three binomial expansions, one free index

Expand each power:

$$[01]^c=\sum_{k=0}^{c}\binom ck(x_0y_1)^k(-x_1y_0)^{c-k},$$
$$[12]^a=\sum_{p=0}^{a}\binom ap(x_1y_2)^p(-x_2y_1)^{a-p},$$
$$[20]^b=\sum_{q=0}^{b}\binom bq(x_2y_0)^q(-x_0y_2)^{b-q}.$$

The term labelled $(k,p,q)$ in the product has the exponents

| | spin 0 | spin 1 | spin 2 |
|---|---|---|---|
| $x_i$ | $k+b-q$ | $c-k+p$ | $a-p+q$ |
| $y_i$ | $c-k+q$ | $k+a-p$ | $p+b-q$ |

Now take the monomial $x_0^ux_1^vx_2^wy_0^{u'}y_1^{v'}y_2^{w'}$ with

$$u+u'=b+c,\quad v+v'=a+c,\quad w+w'=a+b,\quad u+v+w=a+b+c.$$

Matching the powers of $x_0$ and $x_1$ fixes

$$q=b-u+k,\qquad p=v-c+k .$$

The power of $x_2$ is then $a-p+q=a+b+c-u-v=w$, as required. The column sums of the table are $b+c$, $a+c$ and $a+b$, so the powers of the $y_i$ agree as well. Only $k$ remains free, and the coefficient is

$$\sum_k(-1)^{a+b+c-k-p-q}\binom ck\binom ap\binom bq,$$

over those $k$ from $0$ to $c$ for which $p$ and $q$ are non-negative. Terms with $p>a$ or $q>b$ vanish through their binomial coefficients.

## Selection rules and the stretched state

Every term in the table has column sums $b+c$, $a+c$, $a+b$, and its first row adds up to $a+b+c$. A monomial with non-zero coefficient must therefore satisfy all four conditions. In physical terms, the three spins have their prescribed lengths and $m_0+m_1+m_2=0$.

The conditions are necessary but not sufficient. For $a=b=c=1$ and $u=v=w=1$, which is three spins 1 with all $m_i=0$, the sum is $-1+1=0$.

If spin 0 is fully stretched, $u=b+c$, then $q=k-c$ is non-negative only for $k=c$. This leaves $q=0$ and $p=v$. With $a=v+w$ the coefficient is

$$(-1)^{w+b}\binom{v+w}{v}.$$

## Normalised amplitudes

Take the rotation-invariant inner product in which different monomials are orthogonal and each factor $x_i^r y_i^s$ has squared norm $r!\,s!$. The monomials are then in general not unit vectors. The normalised state is $x_i^{j_i+m_i}y_i^{j_i-m_i}/\sqrt{(j_i+m_i)!\,(j_i-m_i)!}$, and the squared norm of $F$ is $(a+b+c+1)!\,a!\,b!\,c!$. A coefficient $f$ of $F$ therefore corresponds to the amplitude

$$f\,\sqrt{\frac{u!\,v!\,w!\,u'!\,v'!\,w'!}{(a+b+c+1)!\,a!\,b!\,c!}}$$

in the normalised singlet. Up to an overall sign that depends only on $a,b,c$, this is the Wigner 3j symbol, which gives a Clebsch-Gordan coefficient after a further factor, a phase and a change of sign of one magnetic quantum number. This conversion is textbook background to the Lean theorems, which concern the sum without the square root.

Such coefficients enter the angular parts of atomic matrix elements; the model here contains only three angular momenta coupled to zero, with no radial functions and no Hamiltonian.

## The statements as Lean reads them

`SpinPoly` is the ring of complex polynomials in six variables, indexed by `Fin 3 ⊕ Fin 3`: the left copy holds the up variables and the right copy the down variables. `singlet a b c` is $F$. `raising` and `lowering` are of type `Derivation`, so the product rule is part of their type, and `ladder_singlet` says that both send $F$ to zero. `rotate` is the common linear substitution, and `rotate_singlet` assumes $\alpha\delta-\beta\gamma=1$.

`expo u v w u' v' w'` records six exponents, first those of the $x_i$ and then those of the $y_i$. In `coeff_singlet` the hypotheses `h₁`, `h₂` and `h₃` fix the lengths of the three spins, and `h` is the condition of zero total magnetic quantum number. Keeping the $y$-exponents as separate numbers avoids subtraction in the monomial. The filter `c ≤ v + k ∧ u ≤ b + k` states that $p$ and $q$ are non-negative, so the natural-number subtractions defining them are the ordinary ones.

`selection_rules` turns a non-zero coefficient into the same four conditions, and `coeff_stretched` is the case $u=b+c$. The theorems hold for all natural $a,b,c$, including zero. They do not address whether $F$ is the only singlet for the given spins.

## A monomial with the wrong total projection

Suppose that `h` is omitted from `coeff_singlet` while the three length conditions are kept. Take $a=1$, $b=c=0$, so that $F=x_1y_2-x_2y_1$, and ask for the coefficient of $x_1x_2$. Here $v=w=1$ and the other four exponents are zero. The length conditions hold, but $u+v+w=2$ whereas $a+b+c=1$. The coefficient is 0. The sum has the single term $k=0$, with $p=1$ and $q=0$, and equals 1. The formula does not contain $w$, so it cannot detect that both spins point up.

## Tensors in place of polynomials

The states could also be modelled as vectors in a tensor product of three spaces of dimensions $2j_i+1$, with normalised basis vectors. The components of the normalised singlet would then be the 3j amplitudes themselves, up to an overall phase. The ladder operators would become matrices with square-root entries, and the condition that they annihilate a state would become a recursion between its components.

## The complete Lean file

```lean
import Mathlib

open MvPolynomial

namespace RacahInvariant

noncomputable section

/-- Polynomials in the spinor components `x_i`, `y_i` of three spins. -/
abbrev SpinPoly := MvPolynomial (Fin 3 ⊕ Fin 3) ℂ

/-- The spin-up variable of spin `i`. -/
def x (i : Fin 3) : SpinPoly := X (Sum.inl i)

/-- The spin-down variable of spin `i`. -/
def y (i : Fin 3) : SpinPoly := X (Sum.inr i)

/-- The antisymmetric pair `x_i y_j - x_j y_i` of spins `i` and `j`. -/
def bracket (i j : Fin 3) : SpinPoly := x i * y j - x j * y i

/-- The polynomial `(x₀y₁ - x₁y₀)^c (x₁y₂ - x₂y₁)^a (x₂y₀ - x₀y₂)^b`. -/
def singlet (a b c : ℕ) : SpinPoly :=
  bracket 0 1 ^ c * bracket 1 2 ^ a * bracket 2 0 ^ b

/-- The total raising operator `∑ x_i ∂/∂y_i`. -/
def raising : Derivation ℂ SpinPoly SpinPoly :=
  x 0 • pderiv (Sum.inr 0) + x 1 • pderiv (Sum.inr 1) + x 2 • pderiv (Sum.inr 2)

/-- The total lowering operator `∑ y_i ∂/∂x_i`. -/
def lowering : Derivation ℂ SpinPoly SpinPoly :=
  y 0 • pderiv (Sum.inl 0) + y 1 • pderiv (Sum.inl 1) + y 2 • pderiv (Sum.inl 2)

/-- The linear substitution `x_i ↦ α x_i + β y_i`, `y_i ↦ γ x_i + δ y_i`, the same for
all three spins. -/
def rotate (α β γ δ : ℂ) : SpinPoly →ₐ[ℂ] SpinPoly :=
  aeval (Sum.elim (fun i => C α * X (Sum.inl i) + C β * X (Sum.inr i))
    (fun i => C γ * X (Sum.inl i) + C δ * X (Sum.inr i)))

/-- The exponents of the monomial `x₀^u x₁^v x₂^w y₀^u' y₁^v' y₂^w'`. -/
def expo (u v w u' v' w' : ℕ) : (Fin 3 ⊕ Fin 3) →₀ ℕ :=
  Finsupp.equivFunOnFinite.symm (Sum.elim ![u, v, w] ![u', v', w'])

/-- A monomial with given exponents is the corresponding product of powers of the spinor
components. -/
theorem monomial_expo (u v w u' v' w' : ℕ) (r : ℂ) :
    (monomial (expo u v w u' v' w') r : SpinPoly) =
      C r * ((x 0 ^ u * x 1 ^ v * x 2 ^ w) * (y 0 ^ u' * y 1 ^ v' * y 2 ^ w')) := by
  rw [monomial_eq, Finsupp.prod_fintype _ _ (fun _ => pow_zero _), Fintype.prod_sum_type,
    Fin.prod_univ_three, Fin.prod_univ_three]
  rfl

/-- Two monomials have the same exponents exactly when all six powers agree. -/
theorem expo_inj (u v w u' v' w' r s t r' s' t' : ℕ) :
    expo u v w u' v' w' = expo r s t r' s' t' ↔
      u = r ∧ v = s ∧ w = t ∧ u' = r' ∧ v' = s' ∧ w' = t' := by
  constructor
  · intro h
    exact ⟨DFunLike.congr_fun h (Sum.inl 0), DFunLike.congr_fun h (Sum.inl 1),
      DFunLike.congr_fun h (Sum.inl 2), DFunLike.congr_fun h (Sum.inr 0),
      DFunLike.congr_fun h (Sum.inr 1), DFunLike.congr_fun h (Sum.inr 2)⟩
  · rintro ⟨rfl, rfl, rfl, rfl, rfl, rfl⟩
    rfl

/-- The total raising and lowering operators both annihilate the polynomial `singlet a b c`. -/
theorem ladder_singlet (a b c : ℕ) :
    raising (singlet a b c) = 0 ∧ lowering (singlet a b c) = 0 := by
  -- a derivation that kills every bracket kills their products
  have key : ∀ D : Derivation ℂ SpinPoly SpinPoly, (∀ i j, D (bracket i j) = 0) →
      D (singlet a b c) = 0 := by
    intro D h
    simp [singlet, Derivation.leibniz, Derivation.leibniz_pow, h]
  have rx : ∀ i, raising (x i) = 0 := by
    intro i
    simp [raising, x, pderiv_X]
  have ry : ∀ i, raising (y i) = x i := by
    intro i
    fin_cases i <;> simp [raising, x, y, pderiv_X]
  have lx : ∀ i, lowering (x i) = y i := by
    intro i
    fin_cases i <;> simp [lowering, x, y, pderiv_X]
  have ly : ∀ i, lowering (y i) = 0 := by
    intro i
    simp [lowering, y, pderiv_X]
  constructor
  · apply key
    intro i j
    simp only [bracket, map_sub, Derivation.leibniz, rx, ry, smul_eq_mul]
    ring
  · apply key
    intro i j
    simp only [bracket, map_sub, Derivation.leibniz, lx, ly, smul_eq_mul]
    ring

/-- A common linear substitution of determinant one in the three spinors leaves
`singlet a b c` unchanged. -/
theorem rotate_singlet (a b c : ℕ) (α β γ δ : ℂ) (h : α * δ - β * γ = 1) :
    rotate α β γ δ (singlet a b c) = singlet a b c := by
  have hC : (C α * C δ - C β * C γ : SpinPoly) = 1 := by
    rw [← map_mul, ← map_mul, ← map_sub, h, map_one]
  have hb : ∀ i j, rotate α β γ δ (bracket i j) = bracket i j := by
    intro i j
    simp only [bracket, x, y, rotate, map_sub, map_mul, aeval_X, Sum.elim_inl, Sum.elim_inr]
    linear_combination (X (Sum.inl i) * X (Sum.inr j) - X (Sum.inl j) * X (Sum.inr i)) * hC
  simp only [singlet, map_mul, map_pow, hb]

/-- The binomial expansion of the three brackets as a triple sum of monomials. -/
theorem singlet_expansion (a b c : ℕ) :
    singlet a b c = ∑ k ∈ Finset.range (c + 1), ∑ p ∈ Finset.range (a + 1),
      ∑ q ∈ Finset.range (b + 1),
        monomial (expo (k + (b - q)) (c - k + p) (a - p + q)
          (c - k + q) (k + (a - p)) (p + (b - q)))
          ((-1 : ℂ) ^ (c - k + (a - p) + (b - q)) * (c.choose k : ℂ) * (a.choose p : ℂ)
            * (b.choose q : ℂ)) := by
  simp only [singlet, bracket, sub_eq_add_neg, add_pow]
  rw [Finset.sum_mul_sum, Finset.sum_mul]
  refine Finset.sum_congr rfl fun k _ => ?_
  rw [Finset.sum_mul]
  refine Finset.sum_congr rfl fun p _ => ?_
  rw [Finset.mul_sum]
  refine Finset.sum_congr rfl fun q _ => ?_
  rw [monomial_expo, neg_pow (x 1 * y 0), neg_pow (x 2 * y 1), neg_pow (x 0 * y 2)]
  simp only [map_mul, map_pow, map_neg, map_one, map_natCast]
  generalize (-1 : SpinPoly) = e
  ring

/-- Single sum for the coefficient of `x₀^u x₁^v x₂^w y₀^(b+c-u) y₁^(a+c-v) y₂^(a+b-w)` with `u + v
+ w = a + b + c`, summed over the `k` for which `p = v - c + k` and `q = b - u + k` are not
negative. -/
theorem coeff_singlet (a b c u v w u' v' w' : ℕ) (h₁ : u + u' = b + c) (h₂ : v + v' = a + c)
    (h₃ : w + w' = a + b) (h : u + v + w = a + b + c) :
    coeff (expo u v w u' v' w') (singlet a b c) =
      ∑ k ∈ (Finset.range (c + 1)).filter (fun k => c ≤ v + k ∧ u ≤ b + k),
        (-1 : ℂ) ^ (a + b + c - k - (v + k - c) - (b + k - u)) * (c.choose k : ℂ)
          * (a.choose (v + k - c) : ℂ) * (b.choose (b + k - u) : ℂ) := by
  rw [singlet_expansion, Finset.sum_filter]
  simp only [coeff_sum, coeff_monomial, expo_inj]
  refine Finset.sum_congr rfl fun k hk => ?_
  rw [Finset.mem_range] at hk
  by_cases hc : (c ≤ v + k ∧ u ≤ b + k) ∧ v + k - c ≤ a ∧ b + k - u ≤ b
  · -- exactly one pair (p, q) contributes
    obtain ⟨hc, hp, hq⟩ := hc
    rw [if_pos hc, Finset.sum_eq_single (v + k - c), Finset.sum_eq_single (b + k - u), if_pos]
    · have e : c - k + (a - (v + k - c)) + (b - (b + k - u))
          = a + b + c - k - (v + k - c) - (b + k - u) := by omega
      rw [e]
    · refine ⟨?_, ?_, ?_, ?_, ?_, ?_⟩ <;> omega
    · intro q hq' hne
      rw [Finset.mem_range] at hq'
      exact if_neg (by omega)
    · intro hn
      exact absurd (Finset.mem_range.mpr (by omega)) hn
    · intro p hp' hne
      refine Finset.sum_eq_zero fun q _ => if_neg (by omega)
    · intro hn
      exact absurd (Finset.mem_range.mpr (by omega)) hn
  · -- no pair contributes; on the right the filter excludes k or a binomial coefficient vanishes
    have hz : ∀ p ∈ Finset.range (a + 1), ∀ q ∈ Finset.range (b + 1),
        ¬ (k + (b - q) = u ∧ c - k + p = v ∧ a - p + q = w ∧
          c - k + q = u' ∧ k + (a - p) = v' ∧ p + (b - q) = w') := by
      intro p hp q hq
      rw [Finset.mem_range] at hp hq
      omega
    rw [Finset.sum_eq_zero fun p hp => Finset.sum_eq_zero fun q hq => if_neg (hz p hp q hq)]
    split_ifs with hd
    · have hlt : a < v + k - c ∨ b < b + k - u := by omega
      rcases hlt with hlt | hlt <;> simp [Nat.choose_eq_zero_of_lt hlt]
    · rfl

/-- Selection rules: a monomial with non-zero coefficient has degrees `b + c`, `a + c`, `a + b`
in the three spins and total degree `a + b + c` in the spin-up variables. -/
theorem selection_rules (a b c u v w u' v' w' : ℕ)
    (h : coeff (expo u v w u' v' w') (singlet a b c) ≠ 0) :
    u + u' = b + c ∧ v + v' = a + c ∧ w + w' = a + b ∧ u + v + w = a + b + c := by
  by_contra hne
  apply h
  rw [singlet_expansion]
  simp only [coeff_sum, coeff_monomial, expo_inj]
  refine Finset.sum_eq_zero fun k hk => Finset.sum_eq_zero fun p hp =>
    Finset.sum_eq_zero fun q hq => if_neg ?_
  rw [Finset.mem_range] at hk hp hq
  omega

/-- When spin 0 is fully stretched (no factor `y₀`), the coefficient is a single signed binomial
coefficient. -/
theorem coeff_stretched (b c v w : ℕ) :
    coeff (expo (b + c) v w 0 (w + c) (v + b)) (singlet (v + w) b c) =
      (-1 : ℂ) ^ (w + b) * ((v + w).choose v : ℂ) := by
  rw [coeff_singlet _ _ _ _ _ _ _ _ _ (by omega) (by omega) (by omega) (by omega),
    Finset.sum_eq_single c]
  · have e : v + w + b + c - c - (v + c - c) - (b + c - (b + c)) = w + b := by omega
    rw [e]
    simp
  · -- only k = c survives
    intro k hk hne
    rw [Finset.mem_filter, Finset.mem_range] at hk
    omega
  · intro hn
    exact absurd (Finset.mem_filter.mpr ⟨Finset.mem_range.mpr (by omega), by omega⟩) hn

end

end RacahInvariant
```

```lean
#print axioms RacahInvariant.rotate_singlet
#print axioms RacahInvariant.coeff_singlet
#print axioms RacahInvariant.selection_rules
#print axioms RacahInvariant.coeff_stretched
```

```
'RacahInvariant.rotate_singlet' depends on axioms: [propext, Classical.choice, Quot.sound]
'RacahInvariant.coeff_singlet' depends on axioms: [propext, Classical.choice, Quot.sound]
'RacahInvariant.selection_rules' depends on axioms: [propext, Classical.choice, Quot.sound]
'RacahInvariant.coeff_stretched' depends on axioms: [propext, Classical.choice, Quot.sound]
```

## Invariance from the brackets

In `ladder_singlet`, the auxiliary statement `key` is the product-rule argument: a derivation that kills every bracket kills $F$. The facts `rx`, `ry`, `lx` and `ly` give the action of the two operators on single variables. After they are substituted into a bracket, `ring` performs the cancellation $x_ix_j-x_jx_i=0$ or its analogue in the $y_i$.

In `rotate_singlet`, `hC` restates the determinant condition for constant polynomials. The `linear_combination` step multiplies it by the bracket, which is the identity $[ij]\mapsto(\alpha\delta-\beta\gamma)[ij]$ at determinant 1. Since `rotate` respects products and powers, the result passes to $F$.

## Matching exponents

`monomial_expo` writes a monomial as a product of powers, and `expo_inj` reduces equality of monomials to six equalities of exponents. `singlet_expansion` applies the binomial theorem `add_pow` to each bracket and collects the three sums. The rewrites with `neg_pow` separate the signs from the variables, after which `ring` gathers the powers listed in the table.

`coeff_singlet` takes the coefficient of this triple sum and compares both sides for each fixed $k$. There are two cases:

- If $0\le p\le a$ and $0\le q\le b$ for the values determined by $k$, two uses of `Finset.sum_eq_single` select that pair. The tactic `omega` solves the linear equations for the exponents and checks the power of $-1$.
- Otherwise `hz` shows that no pair in the expansion matches. On the other side, either the filter excludes $k$ or `Nat.choose_eq_zero_of_lt` makes a binomial coefficient zero.

`selection_rules` argues by contradiction. If one of the four conditions fails, `omega` shows that no term of the expansion has the requested exponents, so the coefficient is zero. Finally, `coeff_stretched` applies the single sum and shows that only $k=c$ passes the filter; simplifying that term leaves the signed binomial coefficient.
